# Earnshaw's theorem for line charges: the potential of finitely many distinct parallel lines, not all uncharged, has no local extremum off the lines

## Line charges, potential and field

Straight, infinitely long, uniformly charged lines are held fixed in vacuum, all perpendicular to the \(xy\)-plane. Can their electrostatic field hold one more parallel line charge in a minimum of its energy? Since nothing depends on the coordinate along the lines, the question lives in the plane, and a point of the plane is written as \(z=x+iy\).

Line \(i\) crosses the plane at \(p_i\) and has strength \(q_i\), a real number of either sign. Here \(i\) labels the lines; in \(x+iy\) and \(E_x\pm iE_y\) the same letter is the imaginary unit. In SI units \(q_i=\lambda_i/(2\pi\varepsilon_0)\), where \(\lambda_i\) is the charge per unit length. The potential is

\[
V(z)=-\sum_i q_i\ln|z-p_i| .
\]

Lengths are measured in a fixed unit; another unit only adds a constant to \(V\).

The field \(\mathbf E=-\nabla V\) of line \(i\) points along \(z-p_i\) and has the signed size \(q_i/|z-p_i|\). As a complex number, \(E_x+iE_y=\sum_i q_i(z-p_i)/|z-p_i|^2\). Its complex conjugate is the more convenient quantity:

\[
F(z)=E_x-iE_y=\sum_i\frac{q_i}{z-p_i}.
\]

Note the minus sign: \(F\) is the conjugate of the field vector. Both vanish at the same points, which are the equilibria of a test charge.

## No minimum, no maximum, no plateau

Let the \(p_i\) be finitely many distinct points, let at least one \(q_i\) be nonzero, and let \(w\) differ from all \(p_i\). Then every neighbourhood of \(w\) contains points with \(V(z)<V(w)\) and points with \(V(z)>V(w)\). Hence \(V\) has neither a local minimum nor a local maximum at \(w\). For a test line with charge \(Q\neq0\) per unit length, the energy per unit length \(QV\) has no local minimum at \(w\) either.

In Lean the lines are labelled by a finite type `ι`, with strengths `q : ι → ℝ` and positions `p : ι → ℂ`. The functions \(V\) and \(F\) are `potential q p` and `lineField q p`. The latter is defined by the sum above, so its reading as \(-\nabla V\) rests on the calculation just given. The hypotheses translate as follows:

- `Function.Injective p` says that the positions are distinct.
- `∃ i, q i ≠ 0` says that not all charges are zero.
- `∀ i, w ≠ p i` keeps \(w\) off the lines. At a charged line itself Lean's convention \(\ln 0=0\) gives `potential` a value without physical meaning.

In `lower_and_higher_nearby`, the expression `∃ᶠ z in 𝓝 w` means that every neighbourhood of \(w\) contains a \(z\) with the stated property. `IsLocalMin` is the non-strict notion, \(V(w)\le V(z)\) for all \(z\) near \(w\), so its negation also excludes a flat region.

The sources are fixed, finite in number and without thickness, and only electrostatic forces enter. Periodic arrays, which need infinite sums, lie beyond these theorems.

In a simulation with the logarithmic Coulomb interaction of two dimensions, without periodic images and without a background charge, the result says that one mobile nonzero charge among finitely many fixed ones, which sit at distinct points and are not all zero, has no local energy minimum away from them as long as no other force acts on it.

## Derivation with a complex potential

**The potential as a real part.** Fix \(w\) off the charges and define

\[
W(z)=-\sum_i q_i\log\frac{z-p_i}{w-p_i}
\]

with principal logarithms. Since \(\operatorname{Re}\log u=\ln|u|\) for \(u\neq 0\),

\[
\operatorname{Re}W(z)=-\sum_i q_i\bigl(\ln|z-p_i|-\ln|w-p_i|\bigr)=V(z)-V(w)
\]

for every \(z\) off the charges. In particular \(W(w)=0\), because each ratio is then \(1\).

**The derivative.** Write \(u_i(z)=(z-p_i)/(w-p_i)\). Then \(u_i(z)-1=(z-w)/(w-p_i)\), which has modulus less than \(1\) when \(|z-w|<|w-p_i|\). In a small disc about \(w\), all the \(u_i\) therefore have positive real part and stay away from the branch cut on the non-positive real axis. There

\[
\frac{d}{dz}\log u_i(z)=\frac{1/(w-p_i)}{(z-p_i)/(w-p_i)}=\frac1{z-p_i},
\qquad W'(z)=-F(z).
\]

So \(W\) is analytic in the disc.

**Finitely many equilibria.** Bring the field over a common denominator. Off the charges,

\[
F(z)\prod_j(z-p_j)=P(z),\qquad P(z)=\sum_i q_i\prod_{j\ne i}(z-p_j).
\]

Choose \(k\) with \(q_k\neq0\) and evaluate \(P\) at \(p_k\). Every term with \(i\ne k\) contains the factor \(p_k-p_k=0\), so

\[
P(p_k)=q_k\prod_{j\neq k}(p_k-p_j)\neq0,
\]

because the positions are distinct. (For a single line the product is empty and equals \(1\).) Thus \(P\) is not the zero polynomial and has finitely many roots. Every zero of \(F\) off the charges is one of them.

**Both signs near \(w\).** By the open mapping theorem, the analytic function \(W\) is either constant near \(w\) or maps every neighbourhood of \(w\) onto a set that contains a neighbourhood of \(W(w)=0\). If it were constant, \(F=-W'\) would vanish on a whole disc, which contains infinitely many points. That contradicts the previous step.

So the second case holds. Given any neighbourhood of \(w\), shrink it until it lies in the disc. Its image under \(W\) contains \(-\varepsilon\) and \(+\varepsilon\) for some \(\varepsilon>0\). The corresponding points have \(V(z)=V(w)-\varepsilon\) and \(V(z)=V(w)+\varepsilon\). This holds also at equilibria where the second derivatives of \(V\) vanish and the second-derivative test gives no answer.

**The test charge.** The energy is

\[
QV(z)=-\sum_i(Qq_i)\ln|z-p_i|,
\]

the potential of lines with strengths \(Qq_i\). At least one of these is nonzero, so this function has no local minimum off the charges.

## Two lines in the same place

Suppose that positions may coincide, and take \(p_1=p_2=0\) with \(q_1=1\), \(q_2=-1\). The charges are not all zero, yet \(V(z)=-\ln|z|+\ln|z|=0\) everywhere off the origin. Every such point is a local minimum and a local maximum in the non-strict sense. The example shows that the charges must not cancel at every position; distinct positions together with one nonzero charge guarantee this.

## The Lean file

```lean
import Mathlib

open Filter Topology

namespace EarnshawLineCharges

noncomputable section

variable {ι : Type*} [Fintype ι]

/-- The electrostatic potential `V(z) = -∑ qᵢ ln |z - pᵢ|` of parallel line charges `qᵢ` that
cross the plane at the points `pᵢ`, for `z` different from all `pᵢ`. -/
def potential (q : ι → ℝ) (p : ι → ℂ) (z : ℂ) : ℝ :=
  -∑ i, q i * Real.log ‖z - p i‖

/-- The electric field in complex form, `E_x - i E_y = ∑ qᵢ / (z - pᵢ)`, for `z` different from
all `pᵢ`. -/
def lineField (q : ι → ℝ) (p : ι → ℂ) (z : ℂ) : ℂ :=
  ∑ i, (q i : ℂ) / (z - p i)

/-- The complex potential based at `w`, with principal logarithms, for `z` and `w` different
from all `pᵢ`. -/
def complexPotential (q : ι → ℝ) (p : ι → ℂ) (w z : ℂ) : ℂ :=
  -∑ i, (q i : ℂ) * Complex.log ((z - p i) / (w - p i))

/-- Away from the charges, the real part of the complex potential is the potential difference
between `z` and the base point `w`. -/
theorem complexPotential_re (q : ι → ℝ) {p : ι → ℂ} {w z : ℂ}
    (hw : ∀ i, w ≠ p i) (hz : ∀ i, z ≠ p i) :
    (complexPotential q p w z).re = potential q p z - potential q p w := by
  have hlog : ∀ i, Real.log (‖z - p i‖ / ‖w - p i‖)
      = Real.log ‖z - p i‖ - Real.log ‖w - p i‖ := fun i =>
    Real.log_div (norm_ne_zero_iff.2 (sub_ne_zero.2 (hz i)))
      (norm_ne_zero_iff.2 (sub_ne_zero.2 (hw i)))
  simp only [complexPotential, potential, Complex.neg_re, Complex.re_sum,
    Complex.re_ofReal_mul, Complex.log_re, norm_div, hlog, mul_sub, Finset.sum_sub_distrib]
  ring

/-- The field is minus the derivative of the complex potential, wherever the base point is off
the charges and no logarithm meets its branch cut. -/
theorem hasDerivAt_complexPotential (q : ι → ℝ) {p : ι → ℂ} {w z : ℂ}
    (hw : ∀ i, w ≠ p i) (hs : ∀ i, (z - p i) / (w - p i) ∈ Complex.slitPlane) :
    HasDerivAt (complexPotential q p w) (-lineField q p z) z := by
  change HasDerivAt (fun z => -∑ i, (q i : ℂ) * Complex.log ((z - p i) / (w - p i)))
    (-∑ i, (q i : ℂ) / (z - p i)) z
  refine HasDerivAt.fun_neg (HasDerivAt.fun_sum fun i _ => ?_)
  have hwi : w - p i ≠ 0 := sub_ne_zero.2 (hw i)
  have hzi : z - p i ≠ 0 := fun h =>
    Complex.slitPlane_ne_zero (hs i) (by rw [h, zero_div])
  have h := ((((hasDerivAt_id' z).sub_const (p i)).div_const (w - p i)).clog
    (hs i)).const_mul (q i : ℂ)
  exact h.congr_deriv (by field_simp)

/-- Finitely many line charges at distinct points, not all zero, have only finitely many points off
the charges at which the electric field vanishes. -/
theorem equilibria_finite {q : ι → ℝ} {p : ι → ℂ} (hp : Function.Injective p)
    (hq : ∃ i, q i ≠ 0) :
    {z : ℂ | (∀ i, z ≠ p i) ∧ lineField q p z = 0}.Finite := by
  classical
  obtain ⟨k, hk⟩ := hq
  -- the numerator of the field over the common denominator
  let P : Polynomial ℂ := ∑ i, Polynomial.C (q i : ℂ) *
    ∏ j ∈ Finset.univ.erase i, (Polynomial.X - Polynomial.C (p j))
  have hev : ∀ z, P.eval z = ∑ i, (q i : ℂ) * ∏ j ∈ Finset.univ.erase i, (z - p j) := by
    intro z
    simp only [P, Polynomial.eval_finsetSum, Polynomial.eval_mul, Polynomial.eval_C,
      Polynomial.eval_prod, Polynomial.eval_sub, Polynomial.eval_X]
  -- at the position of a nonzero charge only one term survives
  have hP : P ≠ 0 := by
    intro h
    have h1 : P.eval (p k) = (q k : ℂ) * ∏ j ∈ Finset.univ.erase k, (p k - p j) := by
      rw [hev]
      refine Finset.sum_eq_single k (fun i _ hik => ?_)
        (fun h => absurd (Finset.mem_univ k) h)
      have h0 : ∏ j ∈ Finset.univ.erase i, (p k - p j) = 0 :=
        Finset.prod_eq_zero (Finset.mem_erase.2 ⟨hik.symm, Finset.mem_univ k⟩)
          (sub_self (p k))
      rw [h0, mul_zero]
    rw [h, Polynomial.eval_zero] at h1
    have h2 : ∏ j ∈ Finset.univ.erase k, (p k - p j) ≠ 0 :=
      Finset.prod_ne_zero_iff.2 fun j hj =>
        sub_ne_zero.2 fun e => (Finset.mem_erase.1 hj).1 (hp e.symm)
    exact mul_ne_zero (Complex.ofReal_ne_zero.2 hk) h2 h1.symm
  refine P.roots.toFinset.finite_toSet.subset ?_
  rintro z ⟨hz, hf⟩
  rw [Finset.mem_coe, Multiset.mem_toFinset, Polynomial.mem_roots hP, Polynomial.IsRoot.def]
  have h3 : P.eval z = (∏ j, (z - p j)) * lineField q p z := by
    rw [hev, lineField, Finset.mul_sum]
    refine Finset.sum_congr rfl fun i _ => ?_
    have e : (z - p i) * ∏ j ∈ Finset.univ.erase i, (z - p j) = ∏ j, (z - p j) :=
      Finset.mul_prod_erase Finset.univ (fun j => z - p j) (Finset.mem_univ i)
    have hzi : z - p i ≠ 0 := sub_ne_zero.2 (hz i)
    have c : (z - p i) * ((q i : ℂ) / (z - p i)) = q i := by field_simp
    rw [← e, mul_right_comm, c]
  rw [h3, hf, mul_zero]

/-- For finitely many line charges at distinct points, not all zero, every neighbourhood of a point
off the charges contains points of strictly lower and points of strictly higher potential. -/
theorem lower_and_higher_nearby {q : ι → ℝ} {p : ι → ℂ} (hp : Function.Injective p)
    (hq : ∃ i, q i ≠ 0) {w : ℂ} (hw : ∀ i, w ≠ p i) :
    (∃ᶠ z in 𝓝 w, potential q p z < potential q p w) ∧
      (∃ᶠ z in 𝓝 w, potential q p w < potential q p z) := by
  -- near `w` all logarithms stay off the branch cut
  have hs : ∀ᶠ z in 𝓝 w, ∀ i, (z - p i) / (w - p i) ∈ Complex.slitPlane := by
    refine eventually_all.2 fun i => ?_
    have h1 : (w - p i) / (w - p i) ∈ Complex.slitPlane := by
      rw [div_self (sub_ne_zero.2 (hw i))]
      exact Complex.one_mem_slitPlane
    have hc : ContinuousAt (fun z : ℂ => (z - p i) / (w - p i)) w :=
      ((continuous_id.sub continuous_const).div_const _).continuousAt
    exact hc.preimage_mem_nhds (Complex.isOpen_slitPlane.mem_nhds h1)
  have hoff : ∀ z, (∀ i, (z - p i) / (w - p i) ∈ Complex.slitPlane) → ∀ i, z ≠ p i :=
    fun z h i e => Complex.slitPlane_ne_zero (h i) (by rw [e, sub_self, zero_div])
  have han : AnalyticAt ℂ (complexPotential q p w) w :=
    Complex.analyticAt_iff_eventually_differentiableAt.2
      (hs.mono fun z hz => (hasDerivAt_complexPotential q hw hz).differentiableAt)
  rcases han.eventually_constant_or_nhds_le_map_nhds with hconst | hopen
  · -- a constant complex potential would make the field vanish on a neighbourhood
    have hmem : {z : ℂ | (∀ i, z ≠ p i) ∧ lineField q p z = 0} ∈ 𝓝 w := by
      filter_upwards [hs, hconst.eventually_nhds] with y hy hcy
      have h0 : HasDerivAt (complexPotential q p w) 0 y :=
        (hasDerivAt_const y (complexPotential q p w w)).congr_of_eventuallyEq hcy
      exact ⟨hoff y hy, neg_eq_zero.1 ((hasDerivAt_complexPotential q hw hy).unique h0)⟩
    exact absurd (equilibria_finite hp hq) (infinite_of_mem_nhds w hmem)
  · -- an open map has a real part that moves both ways
    have hle := (Complex.isOpenMap_re.nhds_le (complexPotential q p w w)).trans
      (map_mono hopen)
    have hlo : ∃ᶠ z in 𝓝 w, (complexPotential q p w z).re < (complexPotential q p w w).re :=
      frequently_map.1 (frequently_map.1 ((frequently_lt_nhds _).filter_mono hle))
    have hhi : ∃ᶠ z in 𝓝 w, (complexPotential q p w w).re < (complexPotential q p w z).re :=
      frequently_map.1 (frequently_map.1 ((frequently_gt_nhds _).filter_mono hle))
    have hre := hs.mono fun z hz => complexPotential_re q hw (hoff z hz)
    have hw0 := complexPotential_re q hw hw
    constructor
    · refine (hlo.and_eventually hre).mono fun z hz => ?_
      linarith [hz.1, hz.2]
    · refine (hhi.and_eventually hre).mono fun z hz => ?_
      linarith [hz.1, hz.2]

/-- **Earnshaw's theorem for line charges.** The potential of finitely many line charges at
distinct points, not all zero, has neither a local minimum nor a local maximum at any point off
the charges. -/
theorem earnshaw {q : ι → ℝ} {p : ι → ℂ} (hp : Function.Injective p)
    (hq : ∃ i, q i ≠ 0) {w : ℂ} (hw : ∀ i, w ≠ p i) :
    ¬ IsLocalMin (potential q p) w ∧ ¬ IsLocalMax (potential q p) w := by
  obtain ⟨hlo, hhi⟩ := lower_and_higher_nearby hp hq hw
  exact ⟨fun h => hlo (h.mono fun z hz => not_lt_of_ge hz),
    fun h => hhi (h.mono fun z hz => not_lt_of_ge hz)⟩

/-- The energy `Q V` of a test line charge `Q ≠ 0` in the potential of finitely many fixed line
charges at distinct points, not all zero, has no local minimum off the fixed charges. -/
theorem no_trap_for_test_charge {q : ι → ℝ} {p : ι → ℂ} (hp : Function.Injective p)
    (hq : ∃ i, q i ≠ 0) {Q : ℝ} (hQ : Q ≠ 0) {w : ℂ} (hw : ∀ i, w ≠ p i) :
    ¬ IsLocalMin (fun z => Q * potential q p z) w := by
  obtain ⟨k, hk⟩ := hq
  -- the energy is the potential of the rescaled charges
  have e : (fun z => Q * potential q p z) = potential (fun i => Q * q i) p := by
    funext z
    simp only [potential, mul_neg, Finset.mul_sum, mul_assoc]
  rw [e]
  exact (earnshaw hp ⟨k, mul_ne_zero hQ hk⟩ hw).1

end

end EarnshawLineCharges
```

```lean
#print axioms EarnshawLineCharges.earnshaw
#print axioms EarnshawLineCharges.no_trap_for_test_charge
```

```
'EarnshawLineCharges.earnshaw' depends on axioms: [propext, Classical.choice, Quot.sound]
'EarnshawLineCharges.no_trap_for_test_charge' depends on axioms: [propext, Classical.choice, Quot.sound]
```

## From the logarithms to the extrema in Lean

`complexPotential_re` is the real-part identity. `Real.log_div` splits the logarithm of a quotient, which requires both distances to be nonzero; `simp only` takes the real part term by term, and `ring` collects the two sums.

`hasDerivAt_complexPotential` is \(W'=-F\). Its hypothesis `hs` places each ratio in `Complex.slitPlane`, the plane without the non-positive real axis. Zero is excluded there, which gives \(z\neq p_i\). The chain rule for the logarithm is `.clog`, and `field_simp` cancels the factor \(w-p_i\) as in the calculation above.

`equilibria_finite` builds \(P\) as a Polynomial over `ℂ`. The statement `hev` evaluates it at a point. In the proof of `hP`, `Finset.sum_eq_single` leaves only the term of the nonzero charge \(k\) at \(p_k\), and injectivity of `p` makes the remaining product nonzero. The identity `h3` is \(P=F\prod_j(z-p_j)\), so the zeros of the field lie in the finite set of roots.

`lower_and_higher_nearby` contains the main argument. Instead of an explicit disc, `hs` uses continuity: each ratio equals \(1\) at \(w\), and the slit plane is open. Differentiability near \(w\) then gives analyticity, `han`. The open mapping theorem enters as `eventually_constant_or_nhds_le_map_nhds`, whose two cases are those of the derivation.

- In the constant case, \(W\) has the derivative \(0\) as well as \(-F\) at each nearby point. Uniqueness of the derivative gives \(F=0\) on a neighbourhood, and `infinite_of_mem_nhds` contradicts the finiteness of the equilibria.
- In the open case, Lean composes \(W\) with the real part, which is itself an open map, where the derivation picked the values \(\pm\varepsilon\). Every real neighbourhood of \(\operatorname{Re}W(w)\) contains smaller and larger numbers, and this yields `hlo` and `hhi`. The real-part identity turns them into inequalities for \(V\), with `linarith` doing the subtraction.

`earnshaw` sets these inequalities against the definition of an extremum. A local minimum would give \(V(w)\le V(z)\) throughout some neighbourhood, but each neighbourhood has a point of lower potential; the maximum is treated in the same way. `no_trap_for_test_charge` first proves that the energy and the potential of the rescaled charges are the same function, and then applies the first half of `earnshaw`.
